# A leapfrog Klein-Gordon mode has a real frequency exactly when the squared time step times its squared lattice frequency is at most 4

For a free Klein-Gordon field in units with ħ = c = 1, discretised by second-order central differences on a grid with finitely many spatial directions, `freqSq g m k` is the squared lattice frequency Ω² = m² + Σᵢ (4/dxᵢ²) sin²(kᵢ dxᵢ/2), with positive spacings dxᵢ and any real m and k. The theorem takes the leapfrog dispersion relation sin²(w dt/2) = (dt²/4) Ω² as given, with dt > 0, and says that at a fixed wave vector some real w satisfies it if and only if dt² Ω² ≤ 4. In the forward direction the proof uses the fact that a squared sine is at most 1. For the converse it exhibits the frequency w = 2 arcsin(√(dt² Ω²/4))/dt, which requires first showing that the square root is at most 1.

An attempt in Lean 4 with a fault in it:

```lean
import Mathlib

namespace LeapfrogKleinGordon

noncomputable section

/-- A space-time grid with positive time step `dt` and positive spacings `dx i`. -/
structure Grid (ι : Type*) where
  dt : ℝ
  dx : ι → ℝ
  dt_pos : 0 < dt
  dx_pos : ∀ i, 0 < dx i

variable {ι : Type*} [Fintype ι]

/-- The squared frequency of the spatially discretised Klein-Gordon field at wave vector `k`. -/
def freqSq (g : Grid ι) (m : ℝ) (k : ι → ℝ) : ℝ :=
  m ^ 2 + ∑ i, 4 / g.dx i ^ 2 * Real.sin (k i * g.dx i / 2) ^ 2

/-- At a fixed wave vector the leapfrog dispersion relation has a real frequency exactly when
`dt²` times the squared lattice frequency is at most 4. -/
theorem real_frequency_iff (g : Grid ι) (m : ℝ) (k : ι → ℝ) :
    (∃ w : ℝ, Real.sin (w * g.dt / 2) ^ 2 = g.dt ^ 2 / 4 * freqSq g m k) ↔
      g.dt ^ 2 * freqSq g m k ≤ 4 := by
  constructor
  · rintro ⟨w, hw⟩
    have := Real.sin_sq_le_one (w * g.dt / 2)
    linarith
  · intro h
    have h0 : 0 ≤ freqSq g m k := by unfold freqSq; positivity
    have hs : 0 ≤ g.dt ^ 2 / 4 * freqSq g m k := by positivity
    have h1 : √(g.dt ^ 2 / 4 * freqSq g m k) ≤ 1 := by
      rw [Real.sqrt_le_one_iff]
      linarith
    refine ⟨2 * Real.arcsin (√(g.dt ^ 2 / 4 * freqSq g m k)) / g.dt, ?_⟩
    rw [div_mul_cancel₀ _ g.dt_pos.ne', mul_div_cancel_left₀ _ (two_ne_zero),
      Real.sin_arcsin (by linarith [Real.sqrt_nonneg (g.dt ^ 2 / 4 * freqSq g m k)]) h1,
      Real.sq_sqrt hs]

end

end LeapfrogKleinGordon
```

The compiler's answer:

```
Main.lean:33:10: error(lean.unknownIdentifier): Unknown constant `Real.sqrt_le_one_iff`
```

Diagnosis. The message says that no constant called `Real.sqrt_le_one_iff` exists in the environment. The name was given to `rw` in the proof of `h1`, the bound √(dt² Ω²/4) ≤ 1, so the rewrite had no lemma to work with. The mathematical step itself was sound.

The diff changes only the name, to `Real.sqrt_le_one`. Despite lacking the suffix `_iff`, this lemma is an equivalence, √x ≤ 1 ↔ x ≤ 1, and so `rw` can use it to replace the goal by dt²/4 · Ω² ≤ 1. That is the hypothesis `h`, dt² Ω² ≤ 4, divided by 4, and the unchanged `linarith` closes it.

After these edits no error is left:

```diff
@@ -31,5 +31,5 @@
     have hs : 0 ≤ g.dt ^ 2 / 4 * freqSq g m k := by positivity
     have h1 : √(g.dt ^ 2 / 4 * freqSq g m k) ≤ 1 := by
-      rw [Real.sqrt_le_one_iff]
+      rw [Real.sqrt_le_one]
       linarith
     refine ⟨2 * Real.arcsin (√(g.dt ^ 2 / 4 * freqSq g m k)) / g.dt, ?_⟩
```
